# A bounded Hermitian operator plus half a finite sum of squares of bounded Hermitian operators is Hermitian

The Hamiltonian here is an operator `h` plus half the sum of the squares of the field operators `v g`, with `g` running over a finite set `S`. All these operators are bounded and linear on a complex inner product space, which need not be complete. The lemma says that if `h` and every `v g` are Hermitian, in the sense that they can be moved across the inner product, then so is the Hamiltonian, whatever the two vectors and their norms. The proof expands the inner products on both sides, moves `h` across once and each field twice, and uses the fact that the factor 1/2 is its own complex conjugate.

The first attempt, which Lean rejects:

```lean
import Mathlib

open scoped InnerProductSpace

namespace HamiltonianHermitian

noncomputable section

variable {H : Type*} [NormedAddCommGroup H] [InnerProductSpace ℂ H] {ι : Type*}

/-- An operator is Hermitian if it can be moved across the inner product. -/
def Hermitian (A : H →L[ℂ] H) : Prop := ∀ x y : H, ⟪A x, y⟫_ℂ = ⟪x, A y⟫_ℂ

/-- The Hamiltonian `h + (1/2) ∑ v_g²` with the fields `g` in `S` kept. -/
def hamiltonian (h : H →L[ℂ] H) (v : ι → H →L[ℂ] H) (S : Finset ι) : H →L[ℂ] H :=
  h + (1 / 2 : ℂ) • ∑ g ∈ S, v g ^ 2

/-- The action of the Hamiltonian on a state: each kept field acts twice. -/
lemma hamiltonian_apply (h : H →L[ℂ] H) (v : ι → H →L[ℂ] H) (S : Finset ι) (x : H) :
    hamiltonian h v S x = h x + (1 / 2 : ℂ) • ∑ g ∈ S, v g (v g x) := by
  have hsq : ∀ g, (v g ^ 2) x = v g (v g x) := fun g => by rw [pow_two]; rfl
  simp only [hamiltonian, add_apply, smul_apply, sum_apply, hsq]

lemma hamiltonian_hermitian {h : H →L[ℂ] H} {v : ι → H →L[ℂ] H} (hh : Hermitian h)
    (hv : ∀ g, Hermitian (v g)) (S : Finset ι) : Hermitian (hamiltonian h v S) := by
  intro x y
  have hc : (starRingEnd ℂ) (1 / 2 : ℂ) = 1 / 2 := by simp
  have hg : ∀ g, ⟪v g (v g x), y⟫_ℂ = ⟪x, v g (v g y)⟫_ℂ := fun g => by
    rw [hv g, hv g]
  rw [hamiltonian_apply, hamiltonian_apply, inner_add_left, inner_add_right,
    inner_smul_left, inner_smul_right, sum_inner, inner_sum, hh x y, hc]
  simp only [hg]

end

end HamiltonianHermitian
```

Lean reports:

```
Main.lean:27:51: error: unsolved goals
H : Type u_1
inst✝¹ : NormedAddCommGroup H
inst✝ : InnerProductSpace ℂ H
ι : Type u_2
h : H →L[ℂ] H
v : ι → H →L[ℂ] H
hh : Hermitian h
hv : ∀ (g : ι), Hermitian (v g)
S : Finset ι
x y : H
⊢ (starRingEnd ℂ) 2 = 2
```

What went wrong. The error is in the proof of `hc`, which says that the complex conjugate of 1/2 is 1/2. The call to `simp` reduced this to the same claim about 2, `(starRingEnd ℂ) 2 = 2`, and stopped there. The remaining goal is true, but `simp` did not close it, so Lean reports it as unsolved.

The repair uses the fact that 1/2 is real. The new step `hr` writes the complex number 1/2 as the real number 1/2 cast into ℂ, which `norm_num` proves. Rewriting with `hr` puts both sides of `hc` in that form, and `Complex.conj_ofReal`, which says that conjugation fixes a real number cast into ℂ, then makes the two sides identical, so `rw` closes the goal. The docstring added above the lemma is mere tidying.

The mended proof, as a diff:

```diff
@@ -22,8 +22,10 @@
   simp only [hamiltonian, add_apply, smul_apply, sum_apply, hsq]
 
+/-- The Hamiltonian is Hermitian if the one-body part and all fields are. -/
 lemma hamiltonian_hermitian {h : H →L[ℂ] H} {v : ι → H →L[ℂ] H} (hh : Hermitian h)
     (hv : ∀ g, Hermitian (v g)) (S : Finset ι) : Hermitian (hamiltonian h v S) := by
   intro x y
-  have hc : (starRingEnd ℂ) (1 / 2 : ℂ) = 1 / 2 := by simp
+  have hr : (1 / 2 : ℂ) = ((1 / 2 : ℝ) : ℂ) := by norm_num
+  have hc : (starRingEnd ℂ) (1 / 2 : ℂ) = 1 / 2 := by rw [hr, Complex.conj_ofReal]
   have hg : ∀ g, ⟪v g (v g x), y⟫_ℂ = ⟪x, v g (v g y)⟫_ℂ := fun g => by
     rw [hv g, hv g]
```
